# Product ground states of XY spin bonds and networks for $h^2+g^2=1$, $g>0$

Two spins ½ interact through an anisotropic XY exchange in a field along $z$. What is their lowest energy, and can unentangled states reach it? The bond Hamiltonian is

$$H=-\tfrac{1+g}{2}\,X\otimes X-\tfrac{1-g}{2}\,Y\otimes Y-\tfrac h2(Z\otimes I+I\otimes Z).$$

Here $X,Y,Z$ are Pauli matrices, $I$ is the identity, $h$ sets the field and $g$ is the anisotropy, often written $\gamma$. The field on a spin is counted as the coefficient of $-Z$, so each spin of a single bond feels $h/2$. Energies are dimensionless. Index 0 means up, 1 means down.

## The two-spin bond

```lean
import Mathlib

open Matrix
open scoped Kronecker

namespace XYProductGroundStates

noncomputable section

/-- The Pauli matrix X. -/
def sX : Matrix (Fin 2) (Fin 2) ℂ := !![0, 1; 1, 0]
```

$X$ exchanges up and down.

```lean
/-- The Pauli matrix Y. -/
def sY : Matrix (Fin 2) (Fin 2) ℂ := !![0, -Complex.I; Complex.I, 0]
```

$Y$ exchanges them with phases $\mp i$.

```lean
/-- The Pauli matrix Z. -/
def sZ : Matrix (Fin 2) (Fin 2) ℂ := !![1, 0; 0, -1]
```

$Z$ is $+1$ on up and $-1$ on down.

```lean
/-- The two-spin XY bond matrix with anisotropy `g` and field `h`. -/
def bond (g h : ℝ) : Matrix (Fin 2 × Fin 2) (Fin 2 × Fin 2) ℂ :=
  (-((1 + g) / 2) : ℂ) • (sX ⊗ₖ sX) - ((1 - g) / 2 : ℂ) • (sY ⊗ₖ sY)
    - (h / 2 : ℂ) • (sZ ⊗ₖ (1 : Matrix (Fin 2) (Fin 2) ℂ)
      + (1 : Matrix (Fin 2) (Fin 2) ℂ) ⊗ₖ sZ)
```

This is $H$, with `⊗ₖ` the Kronecker product and `•` multiplication by a number. Its rows and columns are labelled by pairs of spin values.

```lean
/-- The one-spin vector with real amplitudes `a` (up) and `b` (down). -/
def spinor (a b : ℝ) : Fin 2 → ℂ := ![(a : ℂ), (b : ℂ)]
```

The one-spin vector $(a,b)$ has real amplitudes and need not be normalised.

```lean
/-- Two spins in the same one-spin state `u`. -/
def pairState (u : Fin 2 → ℂ) : Fin 2 × Fin 2 → ℂ := fun p => u p.1 * u p.2
```

`pairState` is $u\otimes u$.

```lean
/-- The four components of the bond matrix applied to a two-spin vector `ψ`. -/
theorem bond_mulVec (g h : ℝ) (ψ : Fin 2 × Fin 2 → ℂ) :
    (bond g h *ᵥ ψ) (0, 0) = -h * ψ (0, 0) - g * ψ (1, 1) ∧
    (bond g h *ᵥ ψ) (0, 1) = -ψ (1, 0) ∧
    (bond g h *ᵥ ψ) (1, 0) = -ψ (0, 1) ∧
    (bond g h *ᵥ ψ) (1, 1) = h * ψ (1, 1) - g * ψ (0, 0) := by
  refine ⟨?_, ?_, ?_, ?_⟩ <;>
    simp [bond, sX, sY, sZ, Matrix.mulVec, dotProduct, Fintype.sum_prod_type,
      Fin.sum_univ_two, Matrix.kroneckerMap_apply] <;> ring
```

Here `*ᵥ` applies a matrix to a vector. On parallel spins $YY$ flips with sign $-1$, so the flip amplitude is $-\frac{1+g}2+\frac{1-g}2=-g$. On antiparallel spins the sign is $+1$ and the amplitude is $-1$. The two field terms cancel on antiparallel spins. `simp` expands the matrices and `ring` finishes the algebra.

```lean
/-- On the circle `h² + g² = 1` the lowest eigenvalue of the bond matrix is -1. -/
theorem bond_lowest (g h : ℝ) (hgh : h ^ 2 + g ^ 2 = 1) :
    IsLeast {E : ℝ | ∃ ψ, ψ ≠ 0 ∧ bond g h *ᵥ ψ = (E : ℂ) • ψ} (-1) := by
  have key : ∀ x : Fin 2, x = 0 ∨ x = 1 := by decide
  constructor
  · -- the symmetric antiparallel state attains -1
    refine ⟨fun p => if p.1 = p.2 then 0 else 1, fun h0 => ?_, ?_⟩
    · have := congrFun h0 (0, 1)
      simp at this
    · obtain ⟨e0, e1, e2, e3⟩ := bond_mulVec g h (fun p => if p.1 = p.2 then 0 else 1)
      funext ⟨p, q⟩
      rcases key p with rfl | rfl <;> rcases key q with rfl | rfl
      · rw [e0]; simp
      · rw [e1]; simp
      · rw [e2]; simp
      · rw [e3]; simp
  · rintro E ⟨ψ, hψ, hE⟩
    have hc : (h : ℂ) ^ 2 + (g : ℂ) ^ 2 = 1 := by exact_mod_cast hgh
    obtain ⟨e0, e1, e2, e3⟩ := bond_mulVec g h ψ
    rw [hE] at e0 e1 e2 e3
    simp only [Pi.smul_apply, smul_eq_mul] at e0 e1 e2 e3
    -- applying the bond matrix twice gives back every amplitude
    have hz : ∀ p, ((E : ℂ) ^ 2 - 1) * ψ p = 0 := by
      rintro ⟨p, q⟩
      rcases key p with rfl | rfl <;> rcases key q with rfl | rfl
      · linear_combination (E - h : ℂ) * e0 - g * e3 + ψ (0, 0) * hc
      · linear_combination (E : ℂ) * e1 - e2
      · linear_combination (E : ℂ) * e2 - e1
      · linear_combination (E + h : ℂ) * e3 - g * e0 + ψ (1, 1) * hc
    obtain ⟨p, hp⟩ := Function.ne_iff.mp hψ
    have h1 : (E : ℂ) ^ 2 - 1 = 0 := (mul_eq_zero.mp (hz p)).resolve_right hp
    have h2 : E ^ 2 - 1 = 0 := by exact_mod_cast h1
    nlinarith
```

`IsLeast` says that $-1$ is an eigenvalue and that no real eigenvalue is smaller. The parallel block has eigenvalues $\pm\sqrt{h^2+g^2}$, the antiparallel block $\pm1$; the circle condition is where the two lowest levels meet.

The vector $\uparrow\downarrow+\downarrow\uparrow$ (normalised by $1/\sqrt2$) attains $-1$. Conversely, applying $H$ twice gives $H^2\psi=\psi$, so $E^2=1$ and $E\ge-1$. The `linear_combination` lines carry out this double application, one amplitude at a time.

```lean
/-- For `g > 0` on the circle `h² + g² = 1`, the amplitude condition `b²(1+h) = g a²`
implies its companion `g b² = (1-h) a²`. -/
theorem amplitude_relation {g h a b : ℝ} (hg : 0 < g) (hgh : h ^ 2 + g ^ 2 = 1)
    (hab : b ^ 2 * (1 + h) = g * a ^ 2) : g * b ^ 2 = (1 - h) * a ^ 2 :=
  mul_left_cancel₀ hg.ne' (by linear_combination b ^ 2 * hgh + (1 - h) * hab)
```

The amplitude condition is $b^2/a^2=g/(1+h)$ without division. Multiply the claim by $g$:

$$g^2b^2=(1-h)(1+h)b^2=(1-h)\,g\,a^2,$$

and cancel $g>0$.

```lean
/-- For `g > 0`, `h² + g² = 1` and `b²(1+h) = g a²`, the bond matrix maps the product
vector `(a,b) ⊗ (a,b)` to minus itself. -/
theorem bond_product {g h a b : ℝ} (hg : 0 < g) (hgh : h ^ 2 + g ^ 2 = 1)
    (hab : b ^ 2 * (1 + h) = g * a ^ 2) :
    bond g h *ᵥ pairState (spinor a b) = -pairState (spinor a b) := by
  have key : ∀ x : Fin 2, x = 0 ∨ x = 1 := by decide
  have r1 : (g : ℂ) * b ^ 2 = (1 - h) * a ^ 2 := by
    exact_mod_cast amplitude_relation hg hgh hab
  have r2 : (b : ℂ) ^ 2 * (1 + h) = g * a ^ 2 := by exact_mod_cast hab
  have v0 : spinor a b 0 = a := rfl
  have v1 : spinor a b 1 = b := rfl
  obtain ⟨e0, e1, e2, e3⟩ := bond_mulVec g h (pairState (spinor a b))
  funext ⟨p, q⟩
  rcases key p with rfl | rfl <;> rcases key q with rfl | rfl
  · rw [e0]; simp only [pairState, Pi.neg_apply, v0, v1]; linear_combination -r1
  · rw [e1]; simp only [pairState, Pi.neg_apply, v0, v1]; ring
  · rw [e2]; simp only [pairState, Pi.neg_apply, v0, v1]; ring
  · rw [e3]; simp only [pairState, Pi.neg_apply, v0, v1]; linear_combination r2
```

The four components of $H(u\otimes u)$ follow:

- up-up: $-ha^2-gb^2=-ha^2-(1-h)a^2=-a^2$;
- antiparallel: $-ab$, twice;
- down-down: $hb^2-ga^2=hb^2-(1+h)b^2=-b^2$.

The conditions contain only $b^2$, so $(a,-b)$ works too. The sign of $h$ is free.

*Example.* Take $h=3/5$, $g=4/5$. Then $b^2/a^2=0.8/1.6=1/2$; choose $a=\sqrt2$, $b=1$. The pair vector is $(2,\sqrt2,\sqrt2,1)$, of norm 3. Its up-up component becomes $-0.6\cdot2-0.8\cdot1=-2$, and its down-down component $0.6\cdot1-0.8\cdot2=-1$.

```lean
/-- For `g > 0`, `h² + g² = 1`, `a ≠ 0` and `b²(1+h) = g a²`, the eigenspace of the bond
matrix at -1 is the span of `(a,b) ⊗ (a,b)` and `(a,-b) ⊗ (a,-b)`. -/
theorem bond_ground_iff {g h a b : ℝ} (hg : 0 < g) (hgh : h ^ 2 + g ^ 2 = 1) (ha : a ≠ 0)
    (hab : b ^ 2 * (1 + h) = g * a ^ 2) (ψ : Fin 2 × Fin 2 → ℂ) :
    bond g h *ᵥ ψ = -ψ ↔ ∃ α β : ℂ,
      ψ = α • pairState (spinor a b) + β • pairState (spinor a (-b)) := by
  have key : ∀ x : Fin 2, x = 0 ∨ x = 1 := by decide
  constructor
  · intro hψ
    have hpos : 0 < g * a ^ 2 := by positivity
    have hb : b ≠ 0 := by rintro rfl; simp at hab; simp_all
    have hh : 1 + h ≠ 0 := by intro h0; rw [h0] at hab; linarith
    have ha' : (a : ℂ) ≠ 0 := by exact_mod_cast ha
    have hb' : (b : ℂ) ≠ 0 := by exact_mod_cast hb
    have hh' : (1 + h : ℂ) ≠ 0 := by exact_mod_cast hh
    have r2 : (b : ℂ) ^ 2 * (1 + h) = g * a ^ 2 := by exact_mod_cast hab
    obtain ⟨-, e1, -, e3⟩ := bond_mulVec g h ψ
    rw [hψ] at e1 e3
    simp only [Pi.neg_apply] at e1 e3
    have h3 : (b : ℂ) ^ 2 * ψ (0, 0) = a ^ 2 * ψ (1, 1) :=
      mul_left_cancel₀ hh' (by linear_combination ψ (0, 0) * r2 + (a : ℂ) ^ 2 * e3)
    -- the parallel and antiparallel amplitudes fix the two coefficients
    refine ⟨(ψ (0, 0) / a ^ 2 + ψ (0, 1) / (a * b)) / 2,
      (ψ (0, 0) / a ^ 2 - ψ (0, 1) / (a * b)) / 2, ?_⟩
    have v0 (c : ℝ) : spinor a c 0 = a := rfl
    have v1 (c : ℝ) : spinor a c 1 = c := rfl
    funext ⟨p, q⟩
    rcases key p with rfl | rfl <;> rcases key q with rfl | rfl <;>
      simp only [pairState, Pi.add_apply, Pi.smul_apply, smul_eq_mul, v0, v1,
        Complex.ofReal_neg] <;> field_simp
    · ring
    · ring
    · linear_combination 2 * (a : ℂ) * e1
    · linear_combination -2 * h3
  · rintro ⟨α, β, rfl⟩
    rw [Matrix.mulVec_add, Matrix.mulVec_smul, Matrix.mulVec_smul, bond_product hg hgh hab,
      bond_product hg hgh (b := -b) (by rw [neg_sq]; exact hab)]
    module
```

The two product vectors span the whole ground space. If $H\psi=-\psi$, then $\psi_{01}=\psi_{10}$ and $(1+h)\psi_{11}=g\psi_{00}$, hence $b^2\psi_{00}=a^2\psi_{11}$. The coefficients are

$$\alpha,\beta=\tfrac12\left(\frac{\psi_{00}}{a^2}\pm\frac{\psi_{01}}{ab}\right),$$

where $b\neq0$ because $ga^2>0$. The converse is linearity plus the previous theorem.

## Many spins

```lean
variable {ι : Type*} [DecidableEq ι]

/-- A one-spin matrix `M` acting on spin `i` of a many-spin state. -/
def siteOp (M : Matrix (Fin 2) (Fin 2) ℂ) (i : ι) (ψ : (ι → Fin 2) → ℂ) :
    (ι → Fin 2) → ℂ := fun s => ∑ t, M (s i) t * ψ (Function.update s i t)
```

`ι` labels the sites, and a state $\psi$ assigns a complex number to each configuration $s$. `siteOp` applies a one-spin matrix at site $i$, leaving the others alone.

```lean
/-- The XY bond operator acting on spins `i` and `j` of a many-spin state, for `i ≠ j`. -/
def bondAt (g h : ℝ) (i j : ι) (ψ : (ι → Fin 2) → ℂ) : (ι → Fin 2) → ℂ := fun s =>
  -((1 + g) / 2) * siteOp sX i (siteOp sX j ψ) s
    - (1 - g) / 2 * siteOp sY i (siteOp sY j ψ) s
    - h / 2 * (siteOp sZ i ψ s + siteOp sZ j ψ s)
```

For $i\neq j$ this is the same bond Hamiltonian, placed on sites $i$ and $j$.

```lean
/-- The configuration with spins `i` and `j` reversed, for `i ≠ j`. -/
def flipPair (i j : ι) (s : ι → Fin 2) : ι → Fin 2 :=
  Function.update (Function.update s i (s i + 1)) j (s j + 1)
```

Adding 1 in `Fin 2` reverses a spin. Write $s'$ for $s$ with both spins reversed.

```lean
/-- The Z value of a spin: 1 for up, -1 for down. -/
def spin (p : Fin 2) : ℝ := if p = 0 then 1 else -1
```

`spin` is the Pauli value $\sigma=\pm1$, not $\pm\frac12$.

```lean
/-- A bond between distinct spins reverses both, with amplitude `-g` if they are parallel
and -1 if antiparallel, and adds the field energy of the two spins. -/
theorem bondAt_apply (g h : ℝ) {i j : ι} (hij : i ≠ j) (ψ : (ι → Fin 2) → ℂ)
    (s : ι → Fin 2) : bondAt g h i j ψ s =
      -((if s i = s j then g else 1 : ℝ) : ℂ) * ψ (flipPair i j s)
        - ((h * (spin (s i) + spin (s j)) / 2 : ℝ) : ℂ) * ψ s := by
  have key : ∀ x : Fin 2, x = 0 ∨ x = 1 := by decide
  have hI : ∀ w : ℂ, Complex.I * (Complex.I * w) = -w := fun w => by
    rw [← mul_assoc, Complex.I_mul_I, neg_one_mul]
  have ui : Function.update s i (s i) = s := Function.update_eq_self i s
  have uj : Function.update s j (s j) = s := Function.update_eq_self j s
  rcases key (s i) with hi | hi <;> rcases key (s j) with hj | hj <;>
    rw [hi] at ui <;> rw [hj] at uj <;>
    simp [bondAt, siteOp, flipPair, spin, sX, sY, sZ, Fin.sum_univ_two, hi, hj, ui, uj,
      hij.symm, hI] <;> ring
```

With $c=g$ for parallel spins and $c=1$ for antiparallel ones,

$$(H_{ij}\psi)(s)=-c\,\psi(s')-\tfrac h2(\sigma_i+\sigma_j)\,\psi(s).$$

The proof checks the four orientations.

```lean
variable [Fintype ι]

/-- For `h² + g² = 1`, the energy of a bond between distinct spins is at least -1 times
the squared norm of the many-spin state. -/
theorem bondAt_energy {g h : ℝ} (hgh : h ^ 2 + g ^ 2 = 1) {i j : ι} (hij : i ≠ j)
    (ψ : (ι → Fin 2) → ℂ) :
    -∑ s, ‖ψ s‖ ^ 2 ≤ (∑ s, star (ψ s) * bondAt g h i j ψ s).re := by
  have key : ∀ x : Fin 2, x = 0 ∨ x = 1 := by decide
  have h2 : ∀ x : Fin 2, x + 1 + 1 = x := by decide
  have hinv : Function.Involutive (flipPair i j) := by
    intro s
    funext k
    by_cases h1 : k = j
    · subst h1; simp [flipPair, h2]
    · by_cases h3 : k = i
      · subst h3; simp [flipPair, h1, h2]
      · simp [flipPair, h1, h3]
  have hre : ∀ (c m : ℝ) (x y : ℂ), (star x * (-(c : ℂ) * y - (m : ℂ) * x)).re =
      -c * (x.re * y.re + x.im * y.im) - m * (x.re * x.re + x.im * x.im) := by
    intro c m x y
    simp [Complex.mul_re, Complex.mul_im]
    ring
  -- one plus the bond, on a pair of configurations, is a sum of squares
  have quad : ∀ x y : ℝ, 0 ≤ (1 - h) * x ^ 2 + (1 + h) * y ^ 2 - 2 * g * x * y := by
    intro x y
    have e : (1 - h) * x ^ 2 + (1 + h) * y ^ 2 - 2 * g * x * y =
        (((1 - h) * x - g * y) ^ 2 + ((1 + h) * y - g * x) ^ 2) / 2 := by
      linear_combination (-(x ^ 2 + y ^ 2) / 2) * hgh
    rw [e]; positivity
  obtain ⟨F, hF⟩ : ∃ F : (ι → Fin 2) → ℝ, ∀ s, F s =
      (star (ψ s) * bondAt g h i j ψ s).re + ‖ψ s‖ ^ 2 := ⟨_, fun _ => rfl⟩
  have hp : ∀ s, 0 ≤ F s + F (flipPair i j s) := by
    intro s
    have fi : flipPair i j s i = s i + 1 := by simp [flipPair, hij]
    have fj : flipPair i j s j = s j + 1 := by simp [flipPair]
    rw [hF, hF, bondAt_apply g h hij ψ s, bondAt_apply g h hij ψ (flipPair i j s),
      hinv s, hre, hre, fi, fj, Complex.sq_norm, Complex.sq_norm, Complex.normSq_apply,
      Complex.normSq_apply]
    generalize ψ s = x
    generalize ψ (flipPair i j s) = y
    rcases key (s i) with hi | hi <;> rcases key (s j) with hj | hj <;>
      rw [hi, hj] <;> simp [spin] <;>
      nlinarith [quad x.re y.re, quad x.im y.im, quad y.re x.re, quad y.im x.im,
        sq_nonneg (x.re - y.re), sq_nonneg (x.im - y.im)]
  have hs : ∑ s, F (flipPair i j s) = ∑ s, F s :=
    Equiv.sum_comp (Function.Involutive.toPerm _ hinv) F
  have h0 := Finset.sum_nonneg (fun s (_ : s ∈ Finset.univ) => hp s)
  rw [Finset.sum_add_distrib, hs] at h0
  have hT : ∑ s, F s = (∑ s, star (ψ s) * bondAt g h i j ψ s).re + ∑ s, ‖ψ s‖ ^ 2 := by
    simp only [hF, Finset.sum_add_distrib, Complex.re_sum]
  linarith
```

For normalised $\psi$, each bond has energy at least $-1$. Let $F(s)$ be the contribution of $s$ to energy plus squared norm. For a parallel pair with amplitudes $x$ (both up) and $y$ (both down), $F(s)+F(s')$ equals

$$\tfrac12\left(|(1-h)x-gy|^2+|(1+h)y-gx|^2\right)\ge0.$$

For an antiparallel pair it is $|x-y|^2$. Summing over all $s$ counts each $F$ twice, so $\sum_s F(s)\ge0$. In Lean, `quad` proves the first inequality for real amplitudes, and `nlinarith` combines real and imaginary parts.

```lean
/-- All spins in the same one-spin state `u`. -/
def productState (u : Fin 2 → ℂ) : (ι → Fin 2) → ℂ := fun s => ∏ k, u (s k)
```

Every spin is in the same state $u$.

```lean
/-- For `g > 0`, `h² + g² = 1` and `b²(1+h) = g a²`, every bond between distinct spins
maps the uniform product state of `(a,b)` to minus itself. -/
theorem bondAt_productState {g h a b : ℝ} (hg : 0 < g) (hgh : h ^ 2 + g ^ 2 = 1)
    (hab : b ^ 2 * (1 + h) = g * a ^ 2) {i j : ι} (hij : i ≠ j) (s : ι → Fin 2) :
    bondAt g h i j (productState (spinor a b)) s = -productState (spinor a b) s := by
  have key : ∀ x : Fin 2, x = 0 ∨ x = 1 := by decide
  have r1 : (g : ℂ) * b ^ 2 = (1 - h) * a ^ 2 := by
    exact_mod_cast amplitude_relation hg hgh hab
  have r2 : (b : ℂ) ^ 2 * (1 + h) = g * a ^ 2 := by exact_mod_cast hab
  -- split off the two spins of the bond
  have split : ∀ t : ι → Fin 2, productState (spinor a b) t = spinor a b (t i) *
      (spinor a b (t j) * ∏ k ∈ (Finset.univ.erase i).erase j, spinor a b (t k)) := by
    intro t
    rw [Finset.mul_prod_erase (Finset.univ.erase i) (fun k => spinor a b (t k))
      (Finset.mem_erase.mpr ⟨hij.symm, Finset.mem_univ j⟩),
      Finset.mul_prod_erase Finset.univ (fun k => spinor a b (t k)) (Finset.mem_univ i)]
    rfl
  have rest : ∏ k ∈ (Finset.univ.erase i).erase j, spinor a b (flipPair i j s k) =
      ∏ k ∈ (Finset.univ.erase i).erase j, spinor a b (s k) := by
    refine Finset.prod_congr rfl fun k hk => ?_
    simp only [Finset.mem_erase] at hk
    simp [flipPair, hk.1, hk.2.1]
  have fi : flipPair i j s i = s i + 1 := by simp [flipPair, hij]
  have fj : flipPair i j s j = s j + 1 := by simp [flipPair]
  rw [bondAt_apply g h hij, split (flipPair i j s), split s, rest, fi, fj]
  generalize ∏ k ∈ (Finset.univ.erase i).erase j, spinor a b (s k) = R
  have v0 : spinor a b 0 = a := rfl
  have v1 : spinor a b 1 = b := rfl
  have z0 : spin 0 = 1 := by simp [spin]
  have z1 : spin 1 = -1 := by simp [spin]
  have h11 : (1 : Fin 2) + 1 = 0 := by decide
  rcases key (s i) with hi | hi <;> rcases key (s j) with hj | hj <;>
    simp only [hi, hj, zero_add, h11, v0, v1, z0, z1, zero_ne_one, one_ne_zero,
      ↓reduceIte] <;> push_cast
  · linear_combination (-R) * r1
  · ring
  · ring
  · linear_combination R * r2
```

The spins away from the bond contribute a common factor, `R`; what remains is the two-spin calculation.

```lean
/-- The XY Hamiltonian of a spin network: the sum of the bond operators over the set `B`
of bonds. -/
def networkH (g h : ℝ) (B : Finset (ι × ι)) (ψ : (ι → Fin 2) → ℂ) : (ι → Fin 2) → ℂ :=
  fun s => ∑ e ∈ B, bondAt g h e.1 e.2 ψ s
```

`B` is a finite set of ordered pairs, so $(i,j)$ and $(j,i)$ count as two bonds. Each bond brings its own field term: a site with $n$ bonds feels the field $nh/2$.

```lean
/-- Let `g > 0`, `h² + g² = 1`, `a ≠ 0` and `b²(1+h) = g a²`, and let every bond join distinct
spins. Then the energy per squared norm is at least minus the number of bonds, and the nonzero
uniform product states of `(a,b)` and `(a,-b)` are eigenstates with exactly this energy. -/
theorem network_ground {g h a b : ℝ} (hg : 0 < g) (hgh : h ^ 2 + g ^ 2 = 1) (ha : a ≠ 0)
    (hab : b ^ 2 * (1 + h) = g * a ^ 2) (B : Finset (ι × ι)) (hB : ∀ e ∈ B, e.1 ≠ e.2) :
    (∀ ψ : (ι → Fin 2) → ℂ, -(B.card : ℝ) * ∑ s, ‖ψ s‖ ^ 2 ≤
      (∑ s, star (ψ s) * networkH g h B ψ s).re) ∧
    ∀ c ∈ ({b, -b} : Set ℝ), productState (ι := ι) (spinor a c) ≠ 0 ∧
      networkH g h B (productState (spinor a c)) =
        (-(B.card : ℂ)) • productState (spinor a c) := by
  refine ⟨fun ψ => ?_, fun c hc => ⟨fun h0 => ?_, ?_⟩⟩
  · -- add up the bounds of the single bonds
    simp only [networkH, Finset.mul_sum B]
    rw [Finset.sum_comm, Complex.re_sum]
    calc -(B.card : ℝ) * ∑ s, ‖ψ s‖ ^ 2 = ∑ _e ∈ B, -∑ s, ‖ψ s‖ ^ 2 := by
          rw [Finset.sum_const, nsmul_eq_mul]; ring
      _ ≤ _ := Finset.sum_le_sum fun e he => bondAt_energy hgh (hB e he) ψ
  · have h1 := congrFun h0 (fun _ => 0)
    simp [productState, spinor, ha] at h1
  · have hc2 : c ^ 2 * (1 + h) = g * a ^ 2 := by
      rcases hc with rfl | rfl
      · exact hab
      · rw [neg_sq]; exact hab
    funext s
    simp only [networkH, Pi.smul_apply, smul_eq_mul]
    rw [Finset.sum_congr rfl fun e he => bondAt_productState hg hgh hc2 (hB e he) s,
      Finset.sum_const, nsmul_eq_mul]
    ring

end

end XYProductGroundStates
```

Summing the single-bond bounds gives energy at least $-|B|$ per squared norm. Both product states reach it, since each bond contributes exactly $-1$. That the two product states span the whole ground space is proved only for the single bond. The theorem applies directly to a spin model whose couplings and fields match these in a common energy unit. In an open chain, this means field $h$ on the inner spins and $h/2$ on the two end spins.

In a free-fermion calculation for a finite periodic chain of $N\ge3$ spins, the mode energies $2\sqrt{(h-\cos k)^2+g^2\sin^2k}$ reduce on the circle to $2(1-h\cos k)$. The cosines sum to zero over the allowed momenta $k$, so minus half the total is $-N$, in agreement with the bond count.

```lean
#print axioms XYProductGroundStates.bond_lowest
#print axioms XYProductGroundStates.bond_ground_iff
#print axioms XYProductGroundStates.network_ground
```

```
'XYProductGroundStates.bond_lowest' depends on axioms: [propext, Classical.choice, Quot.sound]
'XYProductGroundStates.bond_ground_iff' depends on axioms: [propext, Classical.choice, Quot.sound]
'XYProductGroundStates.network_ground' depends on axioms: [propext, Classical.choice, Quot.sound]
```
